# Bounds on the lowest eigenvalue of a Hamiltonian with one attractive separable term

Let \(H_0\) be a Hermitian operator on a finite-dimensional complex inner product space, with lowest eigenvalue \(l_0\), and let \(v\neq 0\). For \(c<0\), the lowest eigenvalue \(g\) of \(H_0+c\,|v\rangle\langle v|\) satisfies

\[
l_0+c\|v\|^2\;\le\; g\;\le\; m+c\|v\|^2,\qquad m=\frac{\langle v,H_0v\rangle}{\|v\|^2}.
\]

As \(c\to-\infty\), the offset \(g-c\|v\|^2\) tends to \(m\).

Ultrasoft and projector augmented-wave Hamiltonians contain sums of separable terms, in general also between different projectors, and a strongly attractive term can produce a deep ghost state. The bounds estimate that depth for a single projector and an ordinary eigenvalue problem, without the overlap operator of those methods. They do not decide whether a low state is spurious.

## The Hamiltonian and its lowest eigenvalue

The space is `E`. Its inner product is conjugate-linear in the first argument, as in Dirac notation.

```lean
import Mathlib

open Filter Topology

namespace GhostDepth

noncomputable section

variable {E : Type*} [NormedAddCommGroup E] [InnerProductSpace ℂ E]
```

`separable H0 v c` sends \(x\) to \(H_0x+c\langle v,x\rangle v\). The real number \(c\) is the strength of the projector channel, and negative \(c\) means attraction. The vector \(v\) need not be normalised; for \(\|v\|=1\) the bounds read \(l_0+c\le g\le\langle v,H_0v\rangle+c\).

```lean
/-- The Hamiltonian `H0 + c |v⟩⟨v|` with one separable term of strength `c`. -/
def separable (H0 : E →ₗ[ℂ] E) (v : E) (c : ℝ) : E →ₗ[ℂ] E where
  toFun x := H0 x + ((c : ℂ) * inner ℂ v x) • v
  map_add' x y := by
    simp only [map_add, inner_add_right]
    module
  map_smul' a x := by
    simp only [map_smul, inner_smul_right, RingHom.id_apply]
    module
```

`IsLowest T g` says that \(g\) has a nonzero eigenvector and that no real eigenvalue lies below it. For a Hermitian operator, all eigenvalues are real.

```lean
/-- `g` is the lowest eigenvalue of `T`: it has an eigenvector, and no real eigenvalue
lies below it. -/
def IsLowest (T : E →ₗ[ℂ] E) (g : ℝ) : Prop :=
  (∃ x, x ≠ 0 ∧ T x = (g : ℂ) • x) ∧
    ∀ (e : ℝ) (x : E), x ≠ 0 → T x = (e : ℂ) • x → g ≤ e
```

The mean energy \(m\) is the expectation value of \(H_0\) in the normalised state \(v/\|v\|\).

```lean
/-- The mean energy `Re ⟨v, H0 v⟩ / ‖v‖²` of the projector function `v`. -/
def meanEnergy (H0 : E →ₗ[ℂ] E) (v : E) : ℝ := (inner ℂ v (H0 v)).re / ‖v‖ ^ 2
```

The residual \(r=H_0v-mv\) measures how far \(v\) is from being an eigenvector.

```lean
/-- The residual `H0 v - m v`, where `m` is the mean energy of `v`. -/
def residual (H0 : E →ₗ[ℂ] E) (v : E) : E := H0 v - (meanEnergy H0 v : ℂ) • v
```

## Algebra of the separable term

**(a)** Write \(\langle x,x\rangle\) as a real number.

It is \(\|x\|^2\), here regarded as a complex number with zero imaginary part.

```lean
private lemma inner_self_c (x : E) : inner ℂ x x = ((‖x‖ ^ 2 : ℝ) : ℂ) := by
  simp [inner_self_eq_norm_sq_to_K]
```

**(b)** For complex \(z\) and real \(l\), find the real part of \(\bar z\,l\,z\).

Since \(\bar z z=|z|^2\), it is \(l|z|^2\). The code expands both sides in real and imaginary parts.

```lean
private lemma re_aux (z : ℂ) (l : ℝ) :
    (starRingEnd ℂ z * ((l : ℂ) * z)).re = l * ‖z‖ ^ 2 := by
  rw [Complex.sq_norm, Complex.normSq_apply]
  simp only [Complex.mul_re, Complex.mul_im, Complex.conj_re, Complex.conj_im,
    Complex.ofReal_re, Complex.ofReal_im]
  ring
```

**(c)** Show that the separable Hamiltonian is Hermitian when \(H_0\) is.

In Lean, Hermitian is `IsSymmetric`: \(\langle Tx,y\rangle=\langle x,Ty\rangle\) for all \(x,y\). The \(H_0\) parts agree by hypothesis. The separable term contributes \(c\,\langle x,v\rangle\langle v,y\rangle\) on both sides, because \(c\) is real and \(\overline{\langle v,x\rangle}=\langle x,v\rangle\).

```lean
/-- The separable Hamiltonian is symmetric when `H0` is. -/
theorem separable_isSymmetric {H0 : E →ₗ[ℂ] E} (hH : H0.IsSymmetric) (v : E) (c : ℝ) :
    (separable H0 v c).IsSymmetric := by
  intro x y
  change inner ℂ (H0 x + ((c : ℂ) * inner ℂ v x) • v) y
    = inner ℂ x (H0 y + ((c : ℂ) * inner ℂ v y) • v)
  rw [inner_add_left, inner_add_right, hH x y, inner_smul_left, inner_smul_right,
    map_mul, Complex.conj_ofReal, inner_conj_symm]
  ring
```

**(d)** Find the contribution of the separable term to \(\operatorname{Re}\langle x,Tx\rangle\), where \(T\) is the separable Hamiltonian.

It is \(c\langle v,x\rangle\langle x,v\rangle=c|\langle v,x\rangle|^2\), by (b) with \(z=\langle v,x\rangle\). The vector \(x\) need not be normalised; for \(\|x\|=1\) and Hermitian \(H_0\) this is the contribution to the expectation value of the energy.

```lean
/-- For every vector `x`, the separable term adds `c |⟨v, x⟩|²` to `Re ⟨x, H0 x⟩`. -/
theorem separable_expectation (H0 : E →ₗ[ℂ] E) (v x : E) (c : ℝ) :
    (inner ℂ x (separable H0 v c x)).re
      = (inner ℂ x (H0 x)).re + c * ‖inner ℂ v x‖ ^ 2 := by
  change (inner ℂ x (H0 x + ((c : ℂ) * inner ℂ v x) • v)).re = _
  rw [inner_add_right, inner_smul_right, Complex.add_re, ← re_aux (inner ℂ v x) c,
    inner_conj_symm]
  congr 2
  ring
```

## The variational principle

**(e)** Let \(T\) be Hermitian with every eigenvalue \(e_i\ge g\). Show that \(g\|x\|^2\le\langle x,Tx\rangle\).

Take an orthonormal eigenbasis \(b_i\). Then

\[
\langle x,Tx\rangle=\sum_i e_i|\langle b_i,x\rangle|^2\ge g\sum_i|\langle b_i,x\rangle|^2=g\|x\|^2 .
\]

In the code, `h2` is the first equality and `h3` the last. Finite dimension enters here, through the eigenbasis.

```lean
variable [FiniteDimensional ℂ E]

private lemma rayleigh_aux {T : E →ₗ[ℂ] E} (hT : T.IsSymmetric) {g : ℝ}
    (h : ∀ i, g ≤ hT.eigenvalues rfl i) (x : E) :
    g * ‖x‖ ^ 2 ≤ (inner ℂ x (T x)).re := by
  let b := hT.eigenvectorBasis rfl
  have hb : ∀ i, T (b i) = ((hT.eigenvalues rfl i : ℝ) : ℂ) • b i :=
    fun i => hT.apply_eigenvectorBasis rfl i
  -- expand the expectation value in the eigenbasis
  have h1 : ∀ i, (inner ℂ x (b i) * inner ℂ (b i) (T x)).re
      = hT.eigenvalues rfl i * ‖inner ℂ (b i) x‖ ^ 2 := by
    intro i
    rw [← hT (b i) x, hb, inner_smul_left, Complex.conj_ofReal,
      ← inner_conj_symm x (b i), re_aux]
  have h2 : (inner ℂ x (T x)).re
      = ∑ i, hT.eigenvalues rfl i * ‖inner ℂ (b i) x‖ ^ 2 := by
    rw [← b.sum_inner_mul_inner x (T x), Complex.re_sum]
    exact Finset.sum_congr rfl fun i _ => h1 i
  have h3 : ‖x‖ ^ 2 = ∑ i, ‖inner ℂ (b i) x‖ ^ 2 := (b.sum_sq_norm_inner_right x).symm
  rw [h2, h3, Finset.mul_sum]
  exact Finset.sum_le_sum fun i _ => mul_le_mul_of_nonneg_right (h i) (sq_nonneg _)
```

**(f)** Deduce the bound when \(g\) is the lowest eigenvalue.

Each \(b_i\) is a nonzero eigenvector, so \(g\le e_i\) by definition, and (e) applies.

```lean
/-- Variational principle: if `g` is the lowest eigenvalue of a symmetric operator `T`, then `g ‖x‖²
≤ Re ⟨x, T x⟩` for every vector `x`. -/
theorem IsLowest.variational {T : E →ₗ[ℂ] E} (hT : T.IsSymmetric) {g : ℝ}
    (hg : IsLowest T g) (x : E) : g * ‖x‖ ^ 2 ≤ (inner ℂ x (T x)).re :=
  rayleigh_aux hT (fun i => hg.2 _ (hT.eigenvectorBasis rfl i)
    ((hT.eigenvectorBasis rfl).orthonormal.ne_zero i) (hT.apply_eigenvectorBasis rfl i)) x
```

**(g)** Show that a Hermitian operator on a nonzero space has a lowest eigenvalue.

Choose the smallest of the finitely many \(e_i\). If \(Tx=ex\) with \(x\ne0\), then (e) gives \(e_i\|x\|^2\le e\|x\|^2\), hence \(e_i\le e\).

```lean
/-- A symmetric operator on a nonzero finite-dimensional space has a lowest eigenvalue. -/
theorem exists_isLowest [Nontrivial E] {T : E →ₗ[ℂ] E} (hT : T.IsSymmetric) :
    ∃ g, IsLowest T g := by
  have : Nonempty (Fin (Module.finrank ℂ E)) := ⟨⟨0, Module.finrank_pos⟩⟩
  obtain ⟨i, hi⟩ := Finite.exists_min (hT.eigenvalues rfl)
  refine ⟨hT.eigenvalues rfl i, ⟨hT.eigenvectorBasis rfl i,
    (hT.eigenvectorBasis rfl).orthonormal.ne_zero i, hT.apply_eigenvectorBasis rfl i⟩,
    fun e x hx he => ?_⟩
  have h := rayleigh_aux hT hi x
  rw [he, inner_smul_right, inner_self_c, ← Complex.ofReal_mul, Complex.ofReal_re] at h
  exact le_of_mul_le_mul_right h (pow_pos (norm_pos_iff.2 hx) 2)
```

## How deep the lowest state lies

Write \(N=\|v\|^2\) and \(a=m+cN\).

**(h)** Show that \(g\le a\).

Use \(v\) as trial state. By (f) and (d),

\[
gN\le\langle v,H_0v\rangle+cN^2=(m+cN)N .
\]

Divide by \(N>0\). The sign of \(c\) plays no role.

```lean
/-- The lowest eigenvalue of `H0 + c |v⟩⟨v|` is at most the mean energy of `v` plus
`c ‖v‖²`. -/
theorem ghost_le {H0 : E →ₗ[ℂ] E} (hH : H0.IsSymmetric) {v : E} (hv : v ≠ 0) {c g : ℝ}
    (hg : IsLowest (separable H0 v c) g) : g ≤ meanEnergy H0 v + c * ‖v‖ ^ 2 := by
  have hN : 0 < ‖v‖ ^ 2 := pow_pos (norm_pos_iff.2 hv) 2
  -- use `v` itself as trial state
  have h := hg.variational (separable_isSymmetric hH v c) v
  rw [separable_expectation, inner_self_c, Complex.norm_real,
    Real.norm_of_nonneg hN.le] at h
  refine le_of_mul_le_mul_right ?_ hN
  rw [meanEnergy, add_mul, div_mul_cancel₀ _ hN.ne']
  linarith
```

**(i)** For \(c<0\), prove both bounds.

The upper one is (h). For the lower one, let \(x\) be an eigenvector for \(g\). Cauchy–Schwarz gives \(|\langle v,x\rangle|^2\le N\|x\|^2\), and multiplication by \(c<0\) reverses it. With the variational principle for \(H_0\),

\[
g\|x\|^2=\langle x,H_0x\rangle+c|\langle v,x\rangle|^2\ge(l_0+cN)\|x\|^2 .
\]

The reversed inequality is `h1` and the variational bound is `h2`.

```lean
/-- For attractive strength `c < 0` the lowest eigenvalue of `H0 + c |v⟩⟨v|` lies between `l0 + c
‖v‖²` and `⟨v, H0 v⟩ / ‖v‖² + c ‖v‖²`. -/
theorem ghost_depth {H0 : E →ₗ[ℂ] E} (hH : H0.IsSymmetric) {v : E} (hv : v ≠ 0)
    {l0 c g : ℝ} (hl : IsLowest H0 l0) (hc : c < 0)
    (hg : IsLowest (separable H0 v c) g) :
    l0 + c * ‖v‖ ^ 2 ≤ g ∧ g ≤ (inner ℂ v (H0 v)).re / ‖v‖ ^ 2 + c * ‖v‖ ^ 2 := by
  refine ⟨?_, ghost_le hH hv hg⟩
  obtain ⟨x, hx, hex⟩ := hg.1
  have h := separable_expectation H0 v x c
  rw [hex, inner_smul_right, inner_self_c, ← Complex.ofReal_mul, Complex.ofReal_re] at h
  -- Cauchy-Schwarz limits the overlap with the projector function
  have hcs : ‖inner ℂ v x‖ ^ 2 ≤ (‖v‖ * ‖x‖) ^ 2 :=
    pow_le_pow_left₀ (norm_nonneg _) (norm_inner_le_norm v x) 2
  have h1 := mul_le_mul_of_nonpos_left hcs hc.le
  have h2 := hl.variational hH x
  refine le_of_mul_le_mul_right ?_ (pow_pos (norm_pos_iff.2 hx) 2)
  linarith
```

**(j)** Suppose \(a<l_0\), so that the trial energy has been pulled below the whole spectrum of \(H_0\). Show that

\[
a-g\le\frac{\|r\|^2}{N(l_0-a)} .
\]

Let \(x\) be an eigenvector for \(g\). If \(\langle v,x\rangle=0\), then \(H_0x=gx\), so \(l_0\le g\le a<l_0\), a contradiction. Hence \(x\) can be multiplied by \(N/\langle v,x\rangle\), which turns it into \(v+y\) with \(\langle v,y\rangle=0\). The eigenvalue equation becomes

\[
H_0(v+y)+cN\,v=g(v+y).
\]

The real part of its projection on \(v\) gives

\[
\operatorname{Re}\langle v,H_0y\rangle=-(a-g)N .
\]

Projection on \(y\) then gives \(\langle y,H_0y\rangle=g\|y\|^2+(a-g)N\). The variational principle for \(H_0\) turns this into

\[
(l_0-g)\|y\|^2\le(a-g)N .
\]

Since \(y\perp v\), we have \(\langle r,y\rangle=\langle v,H_0y\rangle\), and Cauchy–Schwarz gives

\[
(a-g)^2N^2\le\|r\|^2\|y\|^2 .
\]

Multiply by \(l_0-a\), which is positive and at most \(l_0-g\):

\[
(a-g)^2N^2(l_0-a)\le\|r\|^2(l_0-g)\|y\|^2\le\|r\|^2(a-g)N .
\]

If \(a=g\), the claim is immediate. Otherwise divide by \((a-g)N>0\).

In the code, `h1` and `h2` are the two projections, `h8` is the variational inequality and `h7` the Cauchy–Schwarz one. The `calc` block is the last chain.

```lean
/-- Once the upper bound `a = m + c ‖v‖²` lies below `l0`, it exceeds the lowest eigenvalue
by at most `‖H0 v - m v‖² / (‖v‖² (l0 - a))`. -/
theorem ghost_gap_le {H0 : E →ₗ[ℂ] E} (hH : H0.IsSymmetric) {v : E} (hv : v ≠ 0)
    {l0 c g : ℝ} (hl : IsLowest H0 l0) (hg : IsLowest (separable H0 v c) g)
    (ha : meanEnergy H0 v + c * ‖v‖ ^ 2 < l0) :
    meanEnergy H0 v + c * ‖v‖ ^ 2 - g
      ≤ ‖residual H0 v‖ ^ 2 / (‖v‖ ^ 2 * (l0 - (meanEnergy H0 v + c * ‖v‖ ^ 2))) := by
  have hN : 0 < ‖v‖ ^ 2 := pow_pos (norm_pos_iff.2 hv) 2
  have hga := ghost_le hH hv hg
  obtain ⟨x, hx, hex⟩ := hg.1
  change H0 x + ((c : ℂ) * inner ℂ v x) • v = (g : ℂ) • x at hex
  -- the eigenvector `x` overlaps `v`, otherwise `g` would be an eigenvalue of `H0` below `l0`
  have hs : inner ℂ v x ≠ 0 := by
    intro h0
    rw [h0, mul_zero, zero_smul, add_zero] at hex
    linarith [hl.2 g x hx hex]
  -- scale the eigenvector `x` to `v + y` with `y` orthogonal to `v`
  obtain ⟨y, hvy, hy⟩ : ∃ y : E, inner ℂ v y = 0 ∧
      H0 (v + y) + ((c : ℂ) * ((‖v‖ ^ 2 : ℝ) : ℂ)) • v = (g : ℂ) • (v + y) := by
    refine ⟨(((‖v‖ ^ 2 : ℝ) : ℂ) / inner ℂ v x) • x - v, ?_, ?_⟩
    · rw [inner_sub_right, inner_smul_right, inner_self_c, div_mul_cancel₀ _ hs, sub_self]
    · have hk : ((‖v‖ ^ 2 : ℝ) : ℂ) / inner ℂ v x * ((c : ℂ) * inner ℂ v x)
          = (c : ℂ) * ((‖v‖ ^ 2 : ℝ) : ℂ) := by
        rw [mul_left_comm, div_mul_cancel₀ _ hs]
      rw [add_sub_cancel, map_smul, eq_sub_of_add_eq hex, smul_sub,
        smul_smul _ ((c : ℂ) * inner ℂ v x), hk, sub_add_cancel, smul_comm]
  have hyv : inner ℂ y v = 0 := by rw [← inner_conj_symm, hvy, map_zero]
  -- project the eigenvalue equation on `v` and on `y`
  have h1 := congrArg (fun z => (inner ℂ v z).re) hy
  simp only [map_add, inner_add_right, inner_smul_right, hvy, inner_self_c, add_zero,
    ← Complex.ofReal_mul, Complex.add_re, Complex.ofReal_re] at h1
  have h2 := congrArg (fun z => (inner ℂ y z).re) hy
  simp only [map_add, inner_add_right, inner_smul_right, hyv, inner_self_c, add_zero,
    zero_add, mul_zero, ← Complex.ofReal_mul, Complex.add_re, Complex.ofReal_re] at h2
  have h3 : (inner ℂ y (H0 v)).re = (inner ℂ v (H0 y)).re := by
    rw [← hH y v, ← inner_conj_symm, Complex.conj_re]
  have hm : (inner ℂ v (H0 v)).re = meanEnergy H0 v * ‖v‖ ^ 2 := by
    rw [meanEnergy, div_mul_cancel₀ _ hN.ne']
  -- the coupling between `v` and `y` is carried by the residual
  have h4 : inner ℂ (residual H0 v) y = inner ℂ v (H0 y) := by
    rw [residual, inner_sub_left, inner_smul_left, hvy, mul_zero, sub_zero, hH v y]
  have h5 : |(inner ℂ v (H0 y)).re| ≤ ‖residual H0 v‖ * ‖y‖ := by
    rw [← h4]
    exact (Complex.abs_re_le_norm _).trans (norm_inner_le_norm _ _)
  have h6 := hl.variational hH y
  set a := meanEnergy H0 v + c * ‖v‖ ^ 2 with hadef
  have hq : (inner ℂ v (H0 y)).re = -((a - g) * ‖v‖ ^ 2) := by
    rw [hadef]
    linarith
  have h7 : ((a - g) * ‖v‖ ^ 2) ^ 2 ≤ ‖residual H0 v‖ ^ 2 * ‖y‖ ^ 2 := by
    have h := pow_le_pow_left₀ (abs_nonneg _) h5 2
    rw [sq_abs, hq, neg_sq, mul_pow ‖residual H0 v‖] at h
    exact h
  have h8 : (l0 - g) * ‖y‖ ^ 2 ≤ (a - g) * ‖v‖ ^ 2 := by linarith
  rw [le_div_iff₀ (mul_pos hN (sub_pos.2 ha))]
  rcases hga.eq_or_lt with h0 | hlt
  · rw [h0, sub_self, zero_mul]
    positivity
  · have hD : 0 < (a - g) * ‖v‖ ^ 2 := mul_pos (sub_pos.2 hlt) hN
    refine le_of_mul_le_mul_left ?_ hD
    calc (a - g) * ‖v‖ ^ 2 * ((a - g) * (‖v‖ ^ 2 * (l0 - a)))
        = ((a - g) * ‖v‖ ^ 2) ^ 2 * (l0 - a) := by ring
      _ ≤ (‖residual H0 v‖ ^ 2 * ‖y‖ ^ 2) * (l0 - a) :=
          mul_le_mul_of_nonneg_right h7 (sub_pos.2 ha).le
      _ ≤ (‖residual H0 v‖ ^ 2 * ‖y‖ ^ 2) * (l0 - g) :=
          mul_le_mul_of_nonneg_left (by linarith) (by positivity)
      _ = ‖residual H0 v‖ ^ 2 * ((l0 - g) * ‖y‖ ^ 2) := by ring
      _ ≤ ‖residual H0 v‖ ^ 2 * ((a - g) * ‖v‖ ^ 2) :=
          mul_le_mul_of_nonneg_left h8 (by positivity)
      _ = (a - g) * ‖v‖ ^ 2 * ‖residual H0 v‖ ^ 2 := by ring
```

The smallest case with a nonzero residual has two levels. Take \(H_0=\begin{pmatrix}0&t\\t&0\end{pmatrix}\) with real \(t\ne0\), and \(v=(1,0)\). Then \(m=0\), \(l_0=-|t|\), \(\|r\|^2=t^2\) and \(a=c\). For \(c<-|t|\), diagonalisation gives

\[
a-g=\tfrac12\left(\sqrt{c^2+4t^2}-|c|\right)\le\frac{t^2}{|c|-|t|},
\]

and both sides behave as \(t^2/|c|\) for large \(|c|\).

**(k)** Show that \(g(c)-cN\to m\) as \(c\to-\infty\).

Here `g` is a function that gives the lowest eigenvalue for each \(c<0\); it exists by (c) and (g). For sufficiently negative \(c\), \(a<l_0\), and (h) and (j) give

\[
m-\frac{\|r\|^2}{N(l_0-m-cN)}\le g(c)-cN\le m .
\]

The denominator tends to \(+\infty\), so the left side tends to \(m\). In the code, `t1` and `t2` handle the denominator and the quotient, `t3` is the limit of the left side, and the squeeze theorem finishes the proof.

```lean
/-- As `c` tends to minus infinity, the lowest eigenvalue minus `c ‖v‖²` tends to the mean
energy of `v`. -/
theorem ghost_offset_tendsto {H0 : E →ₗ[ℂ] E} (hH : H0.IsSymmetric) {v : E} (hv : v ≠ 0)
    {g : ℝ → ℝ} (hg : ∀ c < 0, IsLowest (separable H0 v c) (g c)) :
    Tendsto (fun c => g c - c * ‖v‖ ^ 2) atBot (𝓝 (meanEnergy H0 v)) := by
  have : Nontrivial E := ⟨⟨v, 0, hv⟩⟩
  obtain ⟨l0, hl⟩ := exists_isLowest hH
  have hN : 0 < ‖v‖ ^ 2 := pow_pos (norm_pos_iff.2 hv) 2
  have t0 : Tendsto (fun c : ℝ => c * ‖v‖ ^ 2) atBot atBot :=
    Tendsto.atBot_mul_const hN tendsto_id
  have t1 : Tendsto (fun c : ℝ => l0 - (meanEnergy H0 v + c * ‖v‖ ^ 2)) atBot atTop := by
    refine (tendsto_atTop_add_const_left _ l0 (tendsto_neg_atBot_atTop.comp
      (tendsto_atBot_add_const_left _ (meanEnergy H0 v) t0))).congr fun c => ?_
    change l0 + -(meanEnergy H0 v + c * ‖v‖ ^ 2) = _
    ring
  have t2 := (Tendsto.const_mul_atTop hN t1).const_div_atTop (‖residual H0 v‖ ^ 2)
  have t3 := (tendsto_const_nhds (x := meanEnergy H0 v)).sub t2
  rw [sub_zero] at t3
  -- squeeze between the refined lower bound and the variational upper bound
  refine tendsto_of_tendsto_of_tendsto_of_le_of_le' t3 tendsto_const_nhds ?_ ?_
  · filter_upwards [eventually_lt_atBot (0 : ℝ), t1.eventually_gt_atTop 0] with c hc hd
    linarith [ghost_gap_le hH hv hl (hg c hc) (sub_pos.1 hd)]
  · filter_upwards [eventually_lt_atBot (0 : ℝ)] with c hc
    linarith [ghost_le hH hv (hg c hc)]
```

Dividing the offset by \(c\) gives the leading behaviour \(g(c)/c\to\|v\|^2\), a short step taken here by hand and not stated as a theorem in the code.

**(l)** Let \(H_0v=\mu v\) with \(\mu\) real, and let \(\mu+cN<l_0\). Find \(g\) exactly.

Now \(m=\mu\) and \(r=0\). Part (j) gives \(a-g\le0\) and part (h) gives \(g\le a\), so \(g=\mu+c\|v\|^2\). The attraction lowers the eigenvalue of \(v\) from \(\mu\) to \(\mu+c\|v\|^2\), while eigenvectors of \(H_0\) orthogonal to \(v\) keep their eigenvalues. The hypothesis ensures that the lowered eigenvalue is the lowest.

```lean
/-- If `v` is an eigenvector of `H0` for `μ` and `μ + c ‖v‖²` lies below `l0`, then the
lowest eigenvalue is exactly `μ + c ‖v‖²`. -/
theorem ghost_exact {H0 : E →ₗ[ℂ] E} (hH : H0.IsSymmetric) {v : E} (hv : v ≠ 0)
    {l0 c g μ : ℝ} (hl : IsLowest H0 l0) (hg : IsLowest (separable H0 v c) g)
    (hμ : H0 v = (μ : ℂ) • v) (ha : μ + c * ‖v‖ ^ 2 < l0) : g = μ + c * ‖v‖ ^ 2 := by
  have hN : 0 < ‖v‖ ^ 2 := pow_pos (norm_pos_iff.2 hv) 2
  have hm : meanEnergy H0 v = μ := by
    rw [meanEnergy, hμ, inner_smul_right, inner_self_c, ← Complex.ofReal_mul,
      Complex.ofReal_re, mul_div_cancel_right₀ _ hN.ne']
  have hr : residual H0 v = 0 := by rw [residual, hm, hμ, sub_self]
  have h1 := ghost_le hH hv hg
  have h2 := ghost_gap_le hH hv hl hg (by rw [hm]; exact ha)
  rw [hr, norm_zero, zero_pow two_ne_zero, zero_div] at h2
  rw [hm] at h1 h2
  linarith

end

end GhostDepth
```

```lean
#print axioms GhostDepth.exists_isLowest
#print axioms GhostDepth.ghost_depth
#print axioms GhostDepth.ghost_offset_tendsto
#print axioms GhostDepth.ghost_exact
```

```
'GhostDepth.exists_isLowest' depends on axioms: [propext, Classical.choice, Quot.sound]
'GhostDepth.ghost_depth' depends on axioms: [propext, Classical.choice, Quot.sound]
'GhostDepth.ghost_offset_tendsto' depends on axioms: [propext, Classical.choice, Quot.sound]
'GhostDepth.ghost_exact' depends on axioms: [propext, Classical.choice, Quot.sound]
```
